# In one-shot GW, a core level coupled to one boson has a single satellite, more than one boson energy from the main line

One way to get a core-level spectrum from a GW calculation is to evaluate the self-energy on a frequency grid, insert it into Dyson's equation, and read the main line and the satellites off the peaks of the spectral function. For one core level coupled with strength \(g\neq 0\) to one boson of energy \(w>0\), such as a dispersionless plasmon, this reading can be done in closed form when the self-energy is built with the same bare level from which Dyson's equation starts. There is then one satellite, and it lies \(\sqrt{w^2+4g^2}\) from the main line, not \(w\).

## The model and its two GW lines

```lean
import Mathlib

open Complex

namespace CoreBosonSatellite

noncomputable section
```

The file loads Mathlib and opens the `Complex` namespace, so that `I` and `exp` mean the imaginary unit and the complex exponential.

```lean
/-- GW self-energy of a core level at energy zero coupled with strength `g` to a boson of
energy `w`, at complex frequency `z`. -/
def selfEnergy (g w : ℝ) (z : ℂ) : ℂ := (g : ℂ) ^ 2 / (z + w)
```

A `def` introduces a function. This one is the self-energy
\[
\Sigma(z)=\frac{g^2}{z+w},
\]
with real \(g,w\) and complex frequency \(z\). The notation `(g : ℂ)` regards the real number \(g\) as a complex one. The bare core level is at energy 0, \(\hbar=1\), and exciting a boson along with the hole moves a line to lower energy. The denominator contains the bare level, so this is GW without self-consistency. Dyson's equation below starts from the same level. With a DFT starting point there is usually a static shift \(\Delta\) between the two, exchange minus the exchange-correlation potential, which is left out here. Solving \(z=\Delta+\Sigma(z)\) instead would give the separation \(\sqrt{(w+\Delta)^2+4g^2}\), which can be smaller than \(w\) when \(\Delta\) is negative. The form of \(\Sigma\) is taken as given: it represents a hole without recoil that emits and reabsorbs one undamped boson at zero temperature.

```lean
/-- The core-level propagator obtained from the GW self-energy by Dyson's equation. -/
def gwPropagator (g w : ℝ) (z : ℂ) : ℂ := 1 / (z - selfEnergy g w z)
```

Dyson's equation gives the propagator \(G(z)=1/(z-\Sigma(z))\).

```lean
/-- The energy `√(w² + 4g²)`. -/
def splitting (g w : ℝ) : ℝ := √(w ^ 2 + 4 * g ^ 2)
```

This is the energy \(D=\sqrt{w^2+4g^2}\).

```lean
/-- Energy of the GW main line. -/
def mainEnergy (g w : ℝ) : ℝ := (splitting g w - w) / 2
```

The main line is at \(x_1=(D-w)/2\).

```lean
/-- Energy of the GW satellite. -/
def satEnergy (g w : ℝ) : ℝ := (-splitting g w - w) / 2
```

The satellite is at \(x_2=(-D-w)/2\).

```lean
/-- Spectral weight of the GW main line. -/
def mainWeight (g w : ℝ) : ℝ := (1 + w / splitting g w) / 2
```

The main line has weight \(Z_1=(1+w/D)/2\).

```lean
/-- Spectral weight of the GW satellite. -/
def satWeight (g w : ℝ) : ℝ := (1 - w / splitting g w) / 2
```

The satellite has weight \(Z_2=(1-w/D)/2\). So far these are only names for formulas; the theorems below connect them to \(G\).

## The cumulant reference

```lean
/-- The cumulant of the core-hole amplitude at time `t`. -/
def cumulant (g w t : ℝ) : ℂ :=
  -(I * ((g : ℂ) ^ 2 / w)) * t + (g : ℂ) ^ 2 / (w : ℂ) ^ 2 * (exp (I * w * t) - 1)
```

For comparison, the file defines the cumulant
\[
C(t)=-i\frac{g^2}{w}t+\frac{g^2}{w^2}\left(e^{iwt}-1\right),
\]
whose exponential is the core-hole amplitude at time \(t\).

```lean
/-- The rate of change of the cumulant at time `t`. -/
def cumulantRate (g w t : ℝ) : ℂ := I * ((g : ℂ) ^ 2 / w) * (exp (I * w * t) - 1)
```

This is the candidate for its derivative, \(\dot C(t)=i\,(g^2/w)(e^{iwt}-1)\).

```lean
/-- Energy of the cumulant line with `n` bosons excited. -/
def lineEnergy (g w : ℝ) (n : ℕ) : ℝ := g ^ 2 / w - n * w
```

The cumulant line with \(n\) bosons has energy \(E_n=g^2/w-nw\). The type `ℕ` means \(n=0,1,2,\dots\)

```lean
/-- Poisson weight of the cumulant line with `n` bosons excited. -/
def lineWeight (g w : ℝ) (n : ℕ) : ℝ :=
  Real.exp (-(g ^ 2 / w ^ 2)) * (g ^ 2 / w ^ 2) ^ n / n.factorial
```

Its weight is the Poisson probability \(P_n=e^{-a}a^n/n!\) with \(a=g^2/w^2\).

## Solving Dyson's equation

```lean
theorem splitting_sq (g w : ℝ) : splitting g w ^ 2 = w ^ 2 + 4 * g ^ 2 :=
  Real.sq_sqrt (by positivity)
```

A `theorem` has its statement before `:=` and its proof after. Here the statement is \(D^2=w^2+4g^2\). The proof needs only that the number under the root is non-negative, which `positivity` supplies.

```lean
/-- With non-zero coupling the energy `√(w² + 4g²)` exceeds the boson energy. -/
theorem lt_splitting {g : ℝ} (w : ℝ) (hg : g ≠ 0) : w < splitting g w := by
  have h : 0 < g ^ 2 := by positivity
  exact Real.lt_sqrt_of_sq_lt (by linarith)
```

The hypothesis `hg` says \(g\neq0\). Then \(g^2>0\), so \(w^2<w^2+4g^2\), and taking the root gives \(w<D\).

```lean
/-- The quadratic form of Dyson's equation factorises over the main line and the satellite. -/
theorem dyson_factor (g w : ℝ) (z : ℂ) :
    z * (z + w) - (g : ℂ) ^ 2 = (z - mainEnergy g w) * (z - satEnergy g w) := by
  have hD : (splitting g w : ℂ) ^ 2 = (w : ℂ) ^ 2 + 4 * (g : ℂ) ^ 2 := by
    exact_mod_cast splitting_sq g w
  simp only [mainEnergy, satEnergy]
  push_cast
  linear_combination (1 / 4) * hD
```

By hand,
\[
(z-x_1)(z-x_2)=\left(z+\tfrac w2\right)^2-\tfrac{D^2}{4}=z^2+wz-\tfrac{D^2-w^2}{4}=z(z+w)-g^2 .
\]
The tactic `linear_combination` is told to use one quarter of the equation for \(D^2\), and checks that the rest is algebra.

```lean
/-- A complex number `z ≠ -w` satisfies `z = Σ(z)` exactly when it is the main-line energy or the
satellite energy. -/
theorem dyson_solutions (g w : ℝ) (z : ℂ) (hz : z + w ≠ 0) :
    z - selfEnergy g w z = 0 ↔ z = mainEnergy g w ∨ z = satEnergy g w := by
  have h : z - selfEnergy g w z
      = (z - mainEnergy g w) * (z - satEnergy g w) / (z + w) := by
    rw [← dyson_factor, selfEnergy, sub_div, mul_div_cancel_right₀ _ hz]
  rw [h, div_eq_zero_iff, or_iff_left hz, mul_eq_zero, sub_eq_zero, sub_eq_zero]
```

For \(z\neq-w\), bringing \(z-\Sigma(z)\) over a common denominator gives
\[
z-\Sigma(z)=\frac{z(z+w)-g^2}{z+w}=\frac{(z-x_1)(z-x_2)}{z+w}.
\]
This vanishes exactly when \(z=x_1\) or \(z=x_2\), and the `rw` steps follow the same route. The condition `hz` excludes the point \(z=-w\), where Lean's convention for division by zero gives \(\Sigma\) the value 0. Without it the statement would fail for \(g=0\), \(w>0\), where \(x_2=-w\) but \(z-\Sigma(z)=-w\neq0\) at that point; for \(g\neq0\) and \(w>0\) it would still hold.

```lean
/-- The GW core-level propagator is a sum of two simple poles with positive weights adding to
one, and their separation `√(w² + 4g²)` is larger than the boson energy `w`. -/
theorem gw_one_satellite {g w : ℝ} (hg : g ≠ 0) (hw : 0 < w) :
    (∀ z : ℂ, z + w ≠ 0 → z ≠ mainEnergy g w → z ≠ satEnergy g w →
      gwPropagator g w z = mainWeight g w / (z - mainEnergy g w)
        + satWeight g w / (z - satEnergy g w)) ∧
    0 < mainWeight g w ∧ 0 < satWeight g w ∧ mainWeight g w + satWeight g w = 1 ∧
    |mainEnergy g w - satEnergy g w| = √(w ^ 2 + 4 * g ^ 2) ∧
    w < |mainEnergy g w - satEnergy g w| := by
  have hlt := lt_splitting w hg
  have hD : 0 < splitting g w := hw.trans hlt
  have hD0 : splitting g w ≠ 0 := hD.ne'
  have hsum : mainWeight g w + satWeight g w = 1 := by
    simp only [mainWeight, satWeight]; ring
  have hgap : |mainEnergy g w - satEnergy g w| = splitting g w := by
    have h : mainEnergy g w - satEnergy g w = splitting g w := by
      simp only [mainEnergy, satEnergy]; ring
    rw [h, abs_of_pos hD]
  have hratio : w / splitting g w < 1 := (div_lt_one hD).2 hlt
  have hratio0 : 0 < w / splitting g w := div_pos hw hD
  refine ⟨?_, ?_, ?_, hsum, hgap, by rw [hgap]; exact hlt⟩
  · intro z hz h1 h2
    -- the weights are fixed by matching the numerator `z + w`
    have hcross : mainWeight g w * satEnergy g w + satWeight g w * mainEnergy g w = -w := by
      simp only [mainWeight, satWeight, mainEnergy, satEnergy]
      field_simp
      ring
    have hsumC : (mainWeight g w : ℂ) + satWeight g w = 1 := by exact_mod_cast hsum
    have hcrossC : (mainWeight g w : ℂ) * satEnergy g w + satWeight g w * mainEnergy g w
        = -w := by exact_mod_cast hcross
    have hden : z - selfEnergy g w z
        = (z - mainEnergy g w) * (z - satEnergy g w) / (z + w) := by
      rw [← dyson_factor, selfEnergy, sub_div, mul_div_cancel_right₀ _ hz]
    rw [gwPropagator, hden, one_div_div,
      div_add_div _ _ (sub_ne_zero.2 h1) (sub_ne_zero.2 h2)]
    congr 1
    linear_combination hcrossC - z * hsumC
  · simp only [mainWeight]; linarith
  · simp only [satWeight]; linarith
```

The hypotheses are \(g\neq0\) and \(w>0\), and the symbol `∧` joins the claims. For every complex \(z\) other than \(-w,x_1,x_2\),
\[
G(z)=\frac{Z_1}{z-x_1}+\frac{Z_2}{z-x_2},
\]
and moreover \(Z_1,Z_2>0\), \(Z_1+Z_2=1\) and \(|x_1-x_2|=D>w\).

To derive the expansion, invert the previous formula:
\[
G(z)=\frac{z+w}{(z-x_1)(z-x_2)}.
\]
Over the same denominator, the two-pole sum has numerator \((Z_1+Z_2)z-(Z_1x_2+Z_2x_1)\). It equals \(z+w\) because \(Z_1+Z_2=1\), which is `hsum`, and because
\[
Z_1x_2+Z_2x_1=-\tfrac w2(Z_1+Z_2)-\tfrac D2(Z_1-Z_2)=-\tfrac w2-\tfrac w2=-w,
\]
which is `hcross`. The final `linear_combination` puts these two facts together. The weights are positive because \(0<w/D<1\), and the separation follows by subtracting \(x_2\) from \(x_1\).

To plot the spectrum, one can evaluate \(G\) at \(z=x+i\eta\) with a small \(\eta>0\) and draw \(-\operatorname{Im}G/\pi\) against \(x\). If the same \(z\) is used in \(\Sigma\), the expansion gives two Lorentzians of half-width \(\eta\), centred at \(x_1\) and \(x_2\), with areas \(Z_1\) and \(Z_2\).

Take \(w=3\) and \(g=2\) in any energy unit. Then \(D=\sqrt{9+16}=5\), the lines are at \(x_1=1\) and \(x_2=-4\), and their weights are \(0.8\) and \(0.2\). The satellite is 5 units from the main line, although the boson energy is 3.

```lean
/-- The two-line GW spectrum has its centroid at the bare core level and second moment `g²`. -/
theorem gw_moments (g : ℝ) {w : ℝ} (hw : 0 < w) :
    mainWeight g w * mainEnergy g w + satWeight g w * satEnergy g w = 0 ∧
    mainWeight g w * mainEnergy g w ^ 2 + satWeight g w * satEnergy g w ^ 2 = g ^ 2 := by
  have hD : 0 < splitting g w := Real.sqrt_pos.2 (by positivity)
  have hr : w / splitting g w * splitting g w = w := div_mul_cancel₀ _ hD.ne'
  have hs := splitting_sq g w
  simp only [mainWeight, satWeight, mainEnergy, satEnergy]
  constructor
  · linear_combination (1 / 2) * hr
  · linear_combination (1 / 4) * hs - (w / 2) * hr
```

The centroid is
\[
Z_1x_1+Z_2x_2=-\tfrac w2+\tfrac D2(Z_1-Z_2)=-\tfrac w2+\tfrac w2=0,
\]
and the second moment is
\[
Z_1x_1^2+Z_2x_2^2=\tfrac{D^2+w^2}{4}-\tfrac{Dw}{2}\cdot\tfrac wD=\tfrac{D^2-w^2}{4}=g^2 .
\]
In the proof, `hr` is \((w/D)D=w\) and `hs` is the formula for \(D^2\). The case \(g=0\) is allowed; the satellite then has zero weight. In the numerical example, \(0.8\cdot1-0.2\cdot4=0\) and \(0.8\cdot1+0.2\cdot16=4=g^2\).

## Comparing with the cumulant lines

```lean
/-- The cumulant starts from zero with zero slope, and its second time derivative is `-g² exp(iwt)`.
-/
theorem cumulant_equation (g : ℝ) {w : ℝ} (hw : w ≠ 0) (t : ℝ) :
    cumulant g w 0 = 0 ∧ cumulantRate g w 0 = 0 ∧
    HasDerivAt (cumulant g w) (cumulantRate g w t) t ∧
    HasDerivAt (cumulantRate g w) (-(g : ℂ) ^ 2 * exp (I * w * t)) t := by
  have hwC : (w : ℂ) ≠ 0 := by exact_mod_cast hw
  have hid : HasDerivAt (fun s : ℝ => (s : ℂ)) 1 t := by
    simpa using (hasDerivAt_id t).ofReal_comp
  have he : HasDerivAt (fun s : ℝ => exp (I * w * s)) (I * w * exp (I * w * t)) t :=
    (hid.const_mul (I * (w : ℂ))).cexp.congr_deriv (by ring)
  refine ⟨by simp [cumulant], by simp [cumulantRate], ?_, ?_⟩
  · have h : (g : ℂ) ^ 2 / (w : ℂ) ^ 2 * w = (g : ℂ) ^ 2 / w := by field_simp
    refine ((hid.const_mul (-(I * ((g : ℂ) ^ 2 / w)))).fun_add
      ((he.sub_const 1).const_mul ((g : ℂ) ^ 2 / (w : ℂ) ^ 2))).congr_deriv ?_
    simp only [cumulantRate]
    linear_combination I * exp (I * w * t) * h
  · have h : (g : ℂ) ^ 2 / (w : ℂ) * w = (g : ℂ) ^ 2 := div_mul_cancel₀ _ hwC
    refine ((he.sub_const 1).const_mul (I * ((g : ℂ) ^ 2 / w))).congr_deriv ?_
    linear_combination I ^ 2 * exp (I * w * t) * h + (g : ℂ) ^ 2 * exp (I * w * t) * I_sq
```

`HasDerivAt f c t` says that \(f\) has derivative \(c\) at \(t\). For \(w\neq0\), the theorem states \(C(0)=\dot C(0)=0\) and, at every time, \(\ddot C(t)=-g^2e^{iwt}\). By hand, the exponential in \(C\) contributes \(i(g^2/w)e^{iwt}\) to the first derivative and the linear term contributes \(-ig^2/w\). Differentiating once more gives \(i^2g^2e^{iwt}\). The proof builds the same derivatives from the rules for constant multiples, sums and the exponential. For \(w>0\), \(g^2e^{iwt}\) is the zero-temperature correlation function \(\langle\phi(0)\phi(t)\rangle\) of the field \(\phi=g(b+b^\dagger)\) acting on the hole, where \(b\) removes a boson; it enters \(\ddot C\) with a minus sign. The cumulant enters here through its formula and this equation, not through a derivation from a Hamiltonian.

```lean
/-- The exponential of the cumulant is a series of oscillations at the energies
`g²/w - n w` with Poisson weights. -/
theorem cumulant_lines (g w t : ℝ) :
    HasSum (fun n : ℕ => (lineWeight g w n : ℂ) * exp (-(I * lineEnergy g w n * t)))
      (exp (cumulant g w t)) := by
  have h := NormedSpace.expSeries_div_hasSum_exp
    ((g : ℂ) ^ 2 / (w : ℂ) ^ 2 * exp (I * w * t))
  rw [← Complex.exp_eq_exp_ℂ] at h
  have h' := h.mul_left
    (exp (-(I * ((g : ℂ) ^ 2 / w)) * t) * exp (-((g : ℂ) ^ 2 / (w : ℂ) ^ 2)))
  have hterm : ∀ n : ℕ, (lineWeight g w n : ℂ) * exp (-(I * lineEnergy g w n * t))
      = exp (-(I * ((g : ℂ) ^ 2 / w)) * t) * exp (-((g : ℂ) ^ 2 / (w : ℂ) ^ 2))
        * (((g : ℂ) ^ 2 / (w : ℂ) ^ 2 * exp (I * w * t)) ^ n / (n.factorial : ℂ)) := by
    intro n
    -- each boson contributes one factor `exp(iwt)`
    have hn : exp (-(I * lineEnergy g w n * t))
        = exp (-(I * ((g : ℂ) ^ 2 / w)) * t) * exp (I * w * t) ^ n := by
      rw [← Complex.exp_nat_mul, ← Complex.exp_add]
      congr 1
      simp only [lineEnergy]
      push_cast
      ring
    rw [hn, mul_pow]
    simp only [lineWeight]
    push_cast
    ring
  have hval : exp (cumulant g w t)
      = exp (-(I * ((g : ℂ) ^ 2 / w)) * t) * exp (-((g : ℂ) ^ 2 / (w : ℂ) ^ 2))
        * exp ((g : ℂ) ^ 2 / (w : ℂ) ^ 2 * exp (I * w * t)) := by
    rw [← Complex.exp_add, ← Complex.exp_add]
    congr 1
    simp only [cumulant]
    ring
  rw [hval]
  simp only [hterm]
  exact h'
```

`HasSum` says that the series converges to the stated value:
\[
e^{C(t)}=\sum_{n=0}^\infty P_n\,e^{-iE_nt}.
\]
For \(w>0\), separate the factors of the exponential and expand the last one:
\[
e^{C(t)}=e^{-ig^2t/w}\,e^{-a}\,e^{a e^{iwt}}
=e^{-ig^2t/w}\,e^{-a}\sum_{n=0}^\infty\frac{a^n e^{inwt}}{n!}.
\]
The phases combine to \(e^{-i(g^2/w-nw)t}=e^{-iE_nt}\). In the proof, `hval` is the factorisation and `hterm` matches the series term by term. A factor \(e^{-iEt}\) thus stands for a line at energy \(E\).

```lean
/-- The GW main line lies strictly between the bare level and the zero-boson cumulant line, and
the GW satellite separation exceeds the spacing of any two neighbouring cumulant lines. -/
theorem gw_versus_cumulant {g w : ℝ} (hg : g ≠ 0) (hw : 0 < w) :
    0 < mainEnergy g w ∧ mainEnergy g w < lineEnergy g w 0 ∧
    ∀ n : ℕ, lineEnergy g w n - lineEnergy g w (n + 1)
      < mainEnergy g w - satEnergy g w := by
  have hlt := lt_splitting w hg
  have hpos : 0 < mainEnergy g w := by simp only [mainEnergy]; linarith
  refine ⟨hpos, ?_, fun n => ?_⟩
  · have hq : mainEnergy g w * (mainEnergy g w + w) = g ^ 2 := by
      simp only [mainEnergy]
      linear_combination (1 / 4) * splitting_sq g w
    have h0 : lineEnergy g w 0 = g ^ 2 / w := by simp [lineEnergy]
    rw [h0, lt_div_iff₀ hw]
    nlinarith [mul_pos hpos hpos]
  · simp only [lineEnergy, mainEnergy, satEnergy]
    push_cast
    linarith

end

end CoreBosonSatellite
```

For \(g\neq0\) and \(w>0\), the theorem places the GW main line by \(0<x_1<E_0=g^2/w\), and states \(E_n-E_{n+1}<x_1-x_2\) for every \(n\).

Since \(D>w\), we have \(x_1>0\). The formula for \(D^2\) gives \(x_1(x_1+w)=(D^2-w^2)/4=g^2\), which is `hq`, so \(x_1w=g^2-x_1^2<g^2\), and dividing by \(w\) gives the upper bound. Neighbouring cumulant lines are \(w\) apart, while \(x_1-x_2=D>w\). With \(w=3\) and \(g=2\), the zero-boson cumulant line is at \(4/3\), above the GW main line at 1, and the spacings are 3 and 5.

For plasmon satellites in photoemission, the comparison shows that one-shot GW puts its satellite further from its main line than the first cumulant satellite is from the zero-boson line, in this model of one level and one undamped boson. Plasmon dispersion, lifetimes and extrinsic losses are absent from it.

```lean
#print axioms CoreBosonSatellite.gw_one_satellite
-- 'CoreBosonSatellite.gw_one_satellite' depends on axioms: [propext, Classical.choice, Quot.sound]
#print axioms CoreBosonSatellite.cumulant_equation
-- 'CoreBosonSatellite.cumulant_equation' depends on axioms: [propext, Classical.choice, Quot.sound]
#print axioms CoreBosonSatellite.cumulant_lines
-- 'CoreBosonSatellite.cumulant_lines' depends on axioms: [propext, Classical.choice, Quot.sound]
#print axioms CoreBosonSatellite.gw_versus_cumulant
-- 'CoreBosonSatellite.gw_versus_cumulant' depends on axioms: [propext, Classical.choice, Quot.sound]
```
